# The quantum metric determinant is at least a quarter of the squared Berry curvature, with equality for two-level systems

Let ψ be a unit vector in a complex inner-product space, and let v and w be its derivatives with respect to two real parameters. Put

Q(v,w) = ⟨v,w⟩ − ⟨v,ψ⟩⟨ψ,w⟩, g = Re Q, F = −2 Im Q(v,w).

Then

g(v,v) g(w,w) − g(v,w)² ≥ F²/4,

and equality always holds when the space has complex dimension two.

For non-interacting electrons in one isolated band, with ψ the cell-periodic Bloch state and two crystal-momentum components as parameters, Berry curvature at a point therefore forces a nonzero quantum metric there.

## State, derivatives and geometric tensor

The state space `E` may have any dimension. The derivatives enter as arbitrary vectors of `E`: no parameter manifold or differentiable family of states is constructed, and the relation Re⟨ψ,v⟩ = 0, which normalisation imposes on true derivatives, is not needed.

In Lean 4 with Mathlib:

```lean
import Mathlib

open scoped InnerProductSpace ComplexConjugate

namespace QuantumGeometricTensor

noncomputable section

variable {E : Type*} [NormedAddCommGroup E] [InnerProductSpace ℂ E]
```

Moving along ψ changes only phase and norm. The physical change of state is the horizontal part

h(v) = v − ⟨ψ,v⟩ψ.

```lean
/-- The part of a state derivative `v` that remains after removing its component
along the state `ψ`. -/
def horizontal (ψ v : E) : E := v - inner ℂ ψ v • ψ
```

The inner product `inner ℂ v w` is conjugate-linear in its first slot, as in Dirac notation.

```lean
/-- The quantum geometric tensor `⟨v,w⟩ - ⟨v,ψ⟩⟨ψ,w⟩` of the state `ψ` for the
parameter derivatives `v` and `w`. -/
def geomTensor (ψ v w : E) : ℂ := inner ℂ v w - inner ℂ v ψ * inner ℂ ψ w
```

The metric is the real part of Q.

```lean
/-- The quantum metric, the real part of the geometric tensor. -/
def metric (ψ v w : E) : ℝ := (geomTensor ψ v w).re
```

The sign of the curvature corresponds to the Berry connection A = i⟨ψ,∂ψ⟩.

```lean
/-- The Berry curvature, minus twice the imaginary part of the geometric tensor. -/
def berryCurvature (ψ v w : E) : ℝ := -2 * (geomTensor ψ v w).im
```

## Horizontal parts and gauge invariance

Expanding the inner product of two horizontal parts gives

⟨h(v),h(w)⟩ = ⟨v,w⟩ − 2⟨v,ψ⟩⟨ψ,w⟩ + ⟨v,ψ⟩⟨ψ,w⟩⟨ψ,ψ⟩.

With ⟨ψ,ψ⟩ = 1 this is Q(v,w). The hypothesis `hψ` supplies the normalisation, and `ring` collects the terms.

```lean
/-- For a normalised state the geometric tensor is the inner product of the
horizontal parts of the two derivatives. -/
theorem geomTensor_eq_inner {ψ : E} (hψ : ‖ψ‖ = 1) (v w : E) :
    geomTensor ψ v w = inner ℂ (horizontal ψ v) (horizontal ψ w) := by
  have h : inner ℂ ψ ψ = (1 : ℂ) := by
    rw [inner_self_eq_norm_sq_to_K, hψ]; simp
  simp only [geomTensor, horizontal, inner_sub_left, inner_sub_right, inner_smul_left,
    inner_smul_right, inner_conj_symm, h]
  ring
```

A parameter-dependent phase c multiplies ψ by c and turns each derivative u into cu + dψ for some number d. Since |c| = 1,

⟨cψ, cu + dψ⟩ cψ = (c⟨ψ,u⟩ + d)ψ,

so the new horizontal part is c h(u), which is `key` in the proof. The inner product of two such parts gains the factor |c|² = 1, and Q is unchanged.

```lean
/-- The geometric tensor is unchanged when the state is multiplied by a phase `c` and
its derivatives are multiplied by `c` and shifted along the state. -/
theorem geomTensor_gauge {ψ : E} (hψ : ‖ψ‖ = 1) {c : ℂ} (hc : ‖c‖ = 1)
    (a b : ℂ) (v w : E) :
    geomTensor (c • ψ) (c • v + a • ψ) (c • w + b • ψ) = geomTensor ψ v w := by
  have h : inner ℂ ψ ψ = (1 : ℂ) := by
    rw [inner_self_eq_norm_sq_to_K, hψ]; simp
  have hcc : conj c * c = 1 := by
    rw [mul_comm, Complex.mul_conj, Complex.normSq_eq_norm_sq, hc]; simp
  -- the horizontal part only picks up the phase
  have key : ∀ (d : ℂ) (u : E),
      horizontal (c • ψ) (c • u + d • ψ) = c • horizontal ψ u := by
    intro d u
    have hs : inner ℂ (c • ψ) (c • u + d • ψ) * c = c * inner ℂ ψ u + d := by
      simp only [inner_smul_left, inner_add_right, inner_smul_right, h]
      linear_combination (c * inner ℂ ψ u + d) * hcc
    unfold horizontal
    rw [smul_smul, hs]
    module
  have hn : ‖c • ψ‖ = 1 := by rw [norm_smul, hc, hψ, one_mul]
  rw [geomTensor_eq_inner hn, geomTensor_eq_inner hψ, key, key, inner_smul_left,
    inner_smul_right]
  linear_combination (inner ℂ (horizontal ψ v) (horizontal ψ w)) * hcc
```

## The determinant bound

Setting w = v gives g(v,v) = ‖h(v)‖².

```lean
/-- The diagonal quantum metric is the squared length of the horizontal derivative. -/
theorem metric_self {ψ : E} (hψ : ‖ψ‖ = 1) (v : E) :
    metric ψ v v = ‖horizontal ψ v‖ ^ 2 := by
  unfold metric
  rw [geomTensor_eq_inner hψ]
  exact inner_self_eq_norm_sq (𝕜 := ℂ) (horizontal ψ v)
```

Since Re Q = g(v,w) and Im Q = −F/2,

g(v,w)² + F²/4 = |Q(v,w)|².

```lean
/-- The off-diagonal metric and the Berry curvature together make up the squared
modulus of the geometric tensor. -/
theorem metric_sq_add_curvature_sq (ψ v w : E) :
    metric ψ v w ^ 2 + berryCurvature ψ v w ^ 2 / 4 = ‖geomTensor ψ v w‖ ^ 2 := by
  rw [Complex.sq_norm, Complex.normSq_apply]
  unfold metric berryCurvature
  ring
```

Cauchy–Schwarz for the horizontal parts now reads

g(v,w)² + F²/4 = |⟨h(v),h(w)⟩|² ≤ ‖h(v)‖²‖h(w)‖² = g(v,v) g(w,w).

Subtracting g(v,w)² gives the bound. In the code, `h1` is the identity on the left, `h2` is the squared Cauchy–Schwarz inequality, and `linarith` combines them.

```lean
/-- The determinant of the quantum metric is at least one quarter of the squared
Berry curvature. -/
theorem curvature_sq_le_metric_det {ψ : E} (hψ : ‖ψ‖ = 1) (v w : E) :
    berryCurvature ψ v w ^ 2 / 4 ≤
      metric ψ v v * metric ψ w w - metric ψ v w ^ 2 := by
  have h1 := metric_sq_add_curvature_sq ψ v w
  rw [geomTensor_eq_inner hψ] at h1
  -- Cauchy-Schwarz for the horizontal parts
  have h2 := pow_le_pow_left₀ (norm_nonneg _)
    (norm_inner_le_norm (𝕜 := ℂ) (horizontal ψ v) (horizontal ψ w)) 2
  rw [mul_pow] at h2
  rw [metric_self hψ v, metric_self hψ w]
  linarith
```

A trace bound follows from

F² ≤ 4g(v,v)g(w,w) ≤ (g(v,v) + g(w,w))²,

because the diagonal entries are nonnegative.

```lean
/-- The modulus of the Berry curvature is at most the trace of the quantum metric. -/
theorem abs_curvature_le_metric_trace {ψ : E} (hψ : ‖ψ‖ = 1) (v w : E) :
    |berryCurvature ψ v w| ≤ metric ψ v v + metric ψ w w := by
  have h := curvature_sq_le_metric_det hψ v w
  have hv : 0 ≤ metric ψ v v := by rw [metric_self hψ]; positivity
  have hw : 0 ≤ metric ψ w w := by rw [metric_self hψ]; positivity
  apply abs_le_of_sq_le_sq _ (add_nonneg hv hw)
  nlinarith [sq_nonneg (metric ψ v v - metric ψ w w), sq_nonneg (metric ψ v w)]
```

## When equality holds

If y = rx, then |⟨x,y⟩| = |r|‖x‖² = ‖x‖‖y‖, and likewise with x and y exchanged. Conversely, for x ≠ 0,

‖y − (⟨x,y⟩/‖x‖²)x‖² = ‖y‖² − |⟨x,y⟩|²/‖x‖²,

which vanishes when Cauchy–Schwarz is saturated, so y is a multiple of x. The proof takes this converse from Mathlib for nonzero vectors and treats zero vectors separately.

```lean
/-- Two vectors saturate the Cauchy-Schwarz inequality exactly when they are linearly
dependent over the complex numbers. -/
theorem norm_inner_eq_iff_dependent (x y : E) :
    ‖inner ℂ x y‖ = ‖x‖ * ‖y‖ ↔
      ∃ a b : ℂ, (a ≠ 0 ∨ b ≠ 0) ∧ a • x + b • y = 0 := by
  have hn : ∀ z : E, ‖inner ℂ z z‖ = ‖z‖ ^ 2 := by
    intro z
    rw [inner_self_eq_norm_sq_to_K]; simp
  -- a dependence with `b ≠ 0` expresses `y` through `x`
  have solve : ∀ (a b : ℂ) (x y : E), b ≠ 0 → a • x + b • y = 0 →
      y = (-(b⁻¹ * a)) • x := by
    intro a b x y hb h
    have h1 : b • y = -(a • x) := eq_neg_of_add_eq_zero_right h
    calc y = b⁻¹ • (b • y) := by rw [smul_smul, inv_mul_cancel₀ hb, one_smul]
      _ = (-(b⁻¹ * a)) • x := by rw [h1]; module
  constructor
  · intro h
    by_cases hx : x = 0
    · exact ⟨1, 0, Or.inl one_ne_zero, by simp [hx]⟩
    by_cases hy : y = 0
    · exact ⟨0, 1, Or.inr one_ne_zero, by simp [hy]⟩
    obtain ⟨r, _, hr⟩ := (norm_inner_eq_norm_iff hx hy).1 h
    exact ⟨-r, 1, Or.inr one_ne_zero, by rw [hr]; module⟩
  · rintro ⟨a, b, hab, h⟩
    rcases hab with ha | hb
    · rw [solve b a y x ha (by rw [add_comm]; exact h), inner_smul_left, norm_mul,
        RCLike.norm_conj, norm_smul, hn]
      ring
    · rw [solve a b x y hb h, inner_smul_right, norm_mul, norm_smul, hn]
      ring
```

Equality in the determinant bound therefore means a h(v) + b h(w) = 0 with a and b not both zero. Written out, this is

av + bw = cψ, c = a⟨ψ,v⟩ + b⟨ψ,w⟩.

In the other direction, taking the inner product of av + bw = cψ with ψ gives this value of c, and the horizontal relation returns.

```lean
/-- The metric determinant equals one quarter of the squared Berry curvature exactly
when a nontrivial complex combination of the derivatives is a multiple of the state. -/
theorem metric_det_eq_iff {ψ : E} (hψ : ‖ψ‖ = 1) (v w : E) :
    metric ψ v v * metric ψ w w - metric ψ v w ^ 2 = berryCurvature ψ v w ^ 2 / 4 ↔
      ∃ a b c : ℂ, (a ≠ 0 ∨ b ≠ 0) ∧ a • v + b • w = c • ψ := by
  have h1 := metric_sq_add_curvature_sq ψ v w
  rw [geomTensor_eq_inner hψ] at h1
  rw [metric_self hψ v, metric_self hψ w]
  constructor
  · intro h
    have h2 : ‖inner ℂ (horizontal ψ v) (horizontal ψ w)‖ ^ 2 =
        (‖horizontal ψ v‖ * ‖horizontal ψ w‖) ^ 2 := by
      rw [mul_pow]; linarith
    obtain ⟨a, b, hab, h3⟩ := (norm_inner_eq_iff_dependent _ _).1
      ((sq_eq_sq₀ (norm_nonneg _) (by positivity)).1 h2)
    refine ⟨a, b, a * inner ℂ ψ v + b * inner ℂ ψ w, hab, ?_⟩
    unfold horizontal at h3
    linear_combination (norm := module) h3
  · rintro ⟨a, b, c, hab, h⟩
    -- projecting the relation on `ψ` fixes the coefficient `c`
    have hc : a * inner ℂ ψ v + b * inner ℂ ψ w = c := by
      have h2 := congrArg (fun u => inner ℂ ψ u) h
      simpa [inner_add_right, inner_smul_right, inner_self_eq_norm_sq_to_K, hψ] using h2
    have h3 : a • horizontal ψ v + b • horizontal ψ w = 0 := by
      rw [← hc] at h
      unfold horizontal
      linear_combination (norm := module) h
    have h4 := (norm_inner_eq_iff_dependent _ _).2 ⟨a, b, hab, h3⟩
    rw [h4, mul_pow] at h1
    linarith
```

The smallest case is a one-dimensional space: every derivative is a multiple of ψ, so Q = 0 and both sides vanish.

In dimension two, the three vectors ψ, v, w satisfy

k₀ψ + k₁v + k₂w = 0

with coefficients not all zero (`g 0`, `g 1`, `g 2` in the code). If k₁ = k₂ = 0, then k₀ψ = 0 and, as ψ ≠ 0, k₀ = 0 too, a contradiction. So v or w takes part, and the criterion applies with a = k₁, b = k₂, c = −k₀.

```lean
/-- In a two-dimensional state space the metric determinant always equals one quarter
of the squared Berry curvature. -/
theorem metric_det_eq_of_two_level (hE : Module.finrank ℂ E = 2)
    {ψ : E} (hψ : ‖ψ‖ = 1) (v w : E) :
    metric ψ v v * metric ψ w w - metric ψ v w ^ 2 = berryCurvature ψ v w ^ 2 / 4 := by
  rw [metric_det_eq_iff hψ]
  have : Module.Finite ℂ E := Module.finite_of_finrank_pos (by omega)
  -- three vectors in two dimensions are dependent
  have hdep : ¬ LinearIndependent ℂ ![ψ, v, w] := by
    intro h
    have h2 := h.fintype_card_le_finrank
    rw [hE, Fintype.card_fin] at h2
    omega
  obtain ⟨g, hg, i, hi⟩ := Fintype.not_linearIndependent_iff.1 hdep
  have hsum : g 0 • ψ + g 1 • v + g 2 • w = 0 := by
    simpa [Fin.sum_univ_three] using hg
  refine ⟨g 1, g 2, -g 0, ?_, by linear_combination (norm := module) hsum⟩
  by_contra hcon
  push Not at hcon
  obtain ⟨h1, h2⟩ := hcon
  have hψ0 : ψ ≠ 0 := by
    intro h0
    simp [h0] at hψ
  have h0 : g 0 = 0 := by
    rw [h1, h2, zero_smul, zero_smul, add_zero, add_zero] at hsum
    exact (smul_eq_zero.1 hsum).resolve_right hψ0
  fin_cases i
  · exact hi h0
  · exact hi h1
  · exact hi h2
```

A third level leaves room for strict inequality. Take ψ = (1,0,0), v = (0,1,0), w = (0,i,1). Both derivatives are already horizontal, and

Q(v,v) = 1, Q(w,w) = 2, Q(v,w) = i.

Hence F = −2 and F²/4 = 1, while the metric determinant is 2.

```lean
/-- A three-level state with derivatives for which the Berry curvature is `-2` and the metric
determinant is `2`. -/
theorem three_level_strict :
    let ψ : EuclideanSpace ℂ (Fin 3) := !₂[1, 0, 0]
    let v : EuclideanSpace ℂ (Fin 3) := !₂[0, 1, 0]
    let w : EuclideanSpace ℂ (Fin 3) := !₂[0, Complex.I, 1]
    ‖ψ‖ = 1 ∧ berryCurvature ψ v w = -2 ∧
      metric ψ v v * metric ψ w w - metric ψ v w ^ 2 = 2 := by
  refine ⟨?_, ?_, ?_⟩
  · simp [EuclideanSpace.norm_eq, Fin.sum_univ_three]
  · simp [berryCurvature, geomTensor, PiLp.inner_apply, Fin.sum_univ_three]
  · -- write all inner products in components before evaluating
    have hin : ∀ x y : EuclideanSpace ℂ (Fin 3), inner ℂ x y =
        y 0 * conj (x 0) + y 1 * conj (x 1) + y 2 * conj (x 2) := by
      intro x y
      simp only [PiLp.inner_apply, Fin.sum_univ_three, RCLike.inner_apply]
    simp only [metric, geomTensor, hin]
    simp
    norm_num

end

end QuantumGeometricTensor
```

```lean
#print axioms QuantumGeometricTensor.geomTensor_gauge
#print axioms QuantumGeometricTensor.abs_curvature_le_metric_trace
#print axioms QuantumGeometricTensor.metric_det_eq_of_two_level
#print axioms QuantumGeometricTensor.three_level_strict
```

```
'QuantumGeometricTensor.geomTensor_gauge' depends on axioms: [propext, Classical.choice, Quot.sound]
'QuantumGeometricTensor.abs_curvature_le_metric_trace' depends on axioms: [propext, Classical.choice, Quot.sound]
'QuantumGeometricTensor.metric_det_eq_of_two_level' depends on axioms: [propext, Classical.choice, Quot.sound]
'QuantumGeometricTensor.three_level_strict' depends on axioms: [propext, Classical.choice, Quot.sound]
```
